# The half turn about a nonzero axis is a rotation, is not the identity, and fixes the axis vector

For a nonzero vector n in real three-dimensional space, the half turn about n is the matrix 2nnᵀ/(n·n) − 1, which becomes 2nnᵀ − 1 when n has unit length. The theorem states that this matrix is a proper rotation (orthogonal, with determinant one), that it differs from the identity, and that it maps n to itself. The proof writes c for 2/(n·n), so that c(n·n) = 2, and first shows that P = nnᵀ is symmetric and satisfies P² = (n·n)P and Pn = (n·n)n. Orthogonality and the fixing of n are then to follow from these identities, the determinant from explicit expansion, and the difference from the identity from the diagonal entries.

The failing Lean file:

```lean
import Mathlib

open Matrix

namespace OrientationFromTwoVectors

noncomputable section

/-- A proper rotation of space: an orthogonal 3×3 matrix of determinant one. -/
def IsRotation (R : Matrix (Fin 3) (Fin 3) ℝ) : Prop :=
  Rᵀ * R = 1 ∧ R.det = 1

/-- For nonzero `n`, the half turn about the axis `n`; for `n = 0` the formula gives `-1`. -/
def halfTurn (n : Fin 3 → ℝ) : Matrix (Fin 3) (Fin 3) ℝ :=
  (2 / (n ⬝ᵥ n)) • vecMulVec n n - 1

/-- The half turn about a nonzero axis is a rotation, differs from the identity and
leaves the axis vector fixed. -/
theorem halfTurn_spec {n : Fin 3 → ℝ} (hn : n ≠ 0) :
    IsRotation (halfTurn n) ∧ halfTurn n ≠ 1 ∧ halfTurn n *ᵥ n = n := by
  have hs : n ⬝ᵥ n ≠ 0 := fun h => hn (dotProduct_self_eq_zero.mp h)
  obtain ⟨c, hcdef⟩ : ∃ c : ℝ, c = 2 / (n ⬝ᵥ n) := ⟨_, rfl⟩
  have hc : c * (n ⬝ᵥ n) = 2 := by rw [hcdef, div_mul_cancel₀ _ hs]
  have hH : halfTurn n = c • vecMulVec n n - 1 := by rw [hcdef, halfTurn]
  have hPP : vecMulVec n n * vecMulVec n n = (n ⬝ᵥ n) • vecMulVec n n := by
    ext i j
    simp only [Matrix.mul_apply, Matrix.vecMulVec_apply, Matrix.smul_apply, dotProduct,
      Fin.sum_univ_three, smul_eq_mul]
    ring
  have hPt : (vecMulVec n n)ᵀ = vecMulVec n n := by
    ext i j
    simp only [Matrix.transpose_apply, Matrix.vecMulVec_apply]
    ring
  have hPn : vecMulVec n n *ᵥ n = (n ⬝ᵥ n) • n := by
    ext i
    simp only [Matrix.mulVec, Matrix.vecMulVec_apply, dotProduct, Fin.sum_univ_three,
      Pi.smul_apply, smul_eq_mul]
    ring
  rw [hH]
  refine ⟨⟨?_, ?_⟩, ?_, ?_⟩
  · have hcc : c * c * (n ⬝ᵥ n) = 2 * c := by linear_combination c * hc
    rw [Matrix.transpose_sub, Matrix.transpose_smul, hPt, Matrix.transpose_one]
    simp only [sub_mul, mul_sub, smul_mul_assoc, mul_smul_comm, one_mul, mul_one,
      hPP, smul_smul]
    rw [← mul_assoc, hcc]
    module
  · have hdet : (c • vecMulVec n n - 1).det = c * (n ⬝ᵥ n) - 1 := by
      simp [Matrix.det_fin_three, Matrix.vecMulVec_apply, dotProduct, Fin.sum_univ_three]
      ring
    rw [hdet, hc]
    norm_num
  · intro h
    -- compare the diagonal entries, whose sum would have to be three
    have e : ∀ i, c * (n i * n i) - 1 = 1 := fun i => by
      have hi := congrFun (congrFun h i) i
      simpa [Matrix.vecMulVec_apply] using hi
    simp only [dotProduct, Fin.sum_univ_three] at hc
    linarith [e 0, e 1, e 2]
  · rw [Matrix.sub_mulVec, Matrix.one_mulVec, Matrix.smul_mulVec, hPn, smul_smul, hc]
    module

end

end OrientationFromTwoVectors
```

Compiling this gives:

```
Main.lean:45:8: error: Tactic `rewrite` failed: Did not find an occurrence of the pattern
  ?a * (?b * ?c)
in the target expression
  c • ((c * n ⬝ᵥ n) • vecMulVec n n - vecMulVec n n) - (c • vecMulVec n n - 1) = 1

case refine_1
n : Fin 3 → ℝ
hn : n ≠ 0
hs : n ⬝ᵥ n ≠ 0
c : ℝ
hcdef : c = 2 / n ⬝ᵥ n
hc : c * n ⬝ᵥ n = 2
hH : halfTurn n = c • vecMulVec n n - 1
hPP : vecMulVec n n * vecMulVec n n = (n ⬝ᵥ n) • vecMulVec n n
hPt : (vecMulVec n n)ᵀ = vecMulVec n n
hPn : vecMulVec n n *ᵥ n = (n ⬝ᵥ n) • n
hcc : c * c * n ⬝ᵥ n = 2 * c
⊢ c • ((c * n ⬝ᵥ n) • vecMulVec n n - vecMulVec n n) - (c • vecMulVec n n - 1) = 1
```

What went wrong. The error is in the proof of orthogonality. `rw [← mul_assoc, hcc]` needs a product of the form `?a * (?b * ?c)`, and the goal has none. After `simp only`, one factor `c` still stands outside a difference, as `c • ((c * n ⬝ᵥ n) • vecMulVec n n - vecMulVec n n)`. The simp list has no lemma such as `smul_sub` to distribute that scalar over the subtraction, so `smul_smul` cannot merge it with the inner scalar, and the expected `c * (c * (n ⬝ᵥ n))` never forms. The dot product inside `c * n ⬝ᵥ n` is not itself an application of `*`, so it does not supply the missing pattern.

The inner scalar is, however, exactly the left side of `hc`. The repair therefore uses `rw [hc]` to replace it by `2`, and `module` closes the remaining linear identity, distributing the outer `c` itself. Removing `hcc` is mere tidying, since nothing uses it any longer.

The mended proof, as a diff:

```diff
@@ -39,9 +39,8 @@
   rw [hH]
   refine ⟨⟨?_, ?_⟩, ?_, ?_⟩
-  · have hcc : c * c * (n ⬝ᵥ n) = 2 * c := by linear_combination c * hc
-    rw [Matrix.transpose_sub, Matrix.transpose_smul, hPt, Matrix.transpose_one]
+  · rw [Matrix.transpose_sub, Matrix.transpose_smul, hPt, Matrix.transpose_one]
     simp only [sub_mul, mul_sub, smul_mul_assoc, mul_smul_comm, one_mul, mul_one,
       hPP, smul_smul]
-    rw [← mul_assoc, hcc]
+    rw [hc]
     module
   · have hdet : (c • vecMulVec n n - 1).det = c * (n ⬝ᵥ n) - 1 := by
```
